# A finite matrix Hamiltonian has a group-inverse reduced resolvent exactly at energies without a Jordan chain

Let $H$ be a complex square matrix, Hermitian or not, let $E$ be a complex number, and put $A=E-H$. A matrix $R$ with

$$ARA=A,\qquad RAR=R,\qquad AR=RA$$

exists if and only if there are no vectors $u\neq0$ and $v$ with $Hu=Eu$ and $Hv=Ev+u$. Such a pair is a Jordan chain. In terms of $A$, the condition is that $A^2$ and $A$ annihilate the same vectors. There is at most one such $R$. If $E$ is not an eigenvalue, $R$ is the ordinary inverse of $E-H$.

## Perturbing a non-Hermitian level

Rayleigh–Schrödinger perturbation theory leads to linear equations with $E-H$ at an eigenvalue $E$, where this matrix is singular. For finite non-Hermitian matrices, such as those from a complex absorbing potential in a basis set, the result says when $R$ can take the place of the missing inverse.

Here $H$ is the unperturbed Hamiltonian, often written $H_0$, and the perturbed one is $H+\lambda V$. Suppose that $E$ has a single eigenvector $u$ up to scale and no Jordan chain. Take the left eigenvector $w$, a row with $wH=Ew$ and $wu=1$. Expand the perturbed eigenvalue as $E+\lambda E_1+\lambda^2E_2+\cdots$ and its eigenvector as $u+\lambda\psi_1+\cdots$. The first-order equation is

$$(E-H)\psi_1=(V-E_1)u,\qquad E_1=wVu.$$

Since $Ru=RARu=R^2Au=0$, multiplication by $R$ gives $RA\psi_1=RVu$. With $w\psi_1=0$ the left side is $\psi_1$, because $RA=1-uw$. Hence $\psi_1=RVu$ and $E_2=wVRVu$.

For a two-level example, let $d=E-F\neq0$ and

$$H=\begin{pmatrix}E&1\\0&F\end{pmatrix},\quad
R=\begin{pmatrix}0&-1/d^2\\0&1/d\end{pmatrix},\quad
V=\begin{pmatrix}0&0\\1&0\end{pmatrix}.$$

Then $u=(1,0)^T$ and $w=(1,1/d)$, so $E_1=1/d$, $\psi_1=(-1/d^2,1/d)^T$ and $E_2=-1/d^3$. This agrees with the expansion of the exact eigenvalue $(E+F)/2+\tfrac d2\sqrt{1+4\lambda/d^2}$.

As $F\to E$, the nonzero entries of $R$ diverge. At $F=E$ the matrix $H$ is a Jordan block, no $R$ exists, and the perturbed eigenvalues are $E\pm\sqrt\lambda$, which have no power series in $\lambda$.

## From equal kernels to a polynomial in $A$

Suppose first that $R$ exists. Then $A=ARA=RA^2$, so $A^2v=0$ implies $Av=0$. The reverse implication is immediate.

Now suppose that $A^2$ and $A$ have the same kernel. If $A^{k+1}M=0$ for a matrix $M$ and $k\geq1$, then $A^2(A^{k-1}M)=0$. Each column of $A^{k-1}M$ lies in the kernel of $A^2$, hence in that of $A$, so $A^kM=0$. Repeating this gives $AM=0$.

Write the characteristic polynomial of $A$ as $X^kq(X)$ with $c=q(0)\neq0$. By Cayley–Hamilton, $A^kq(A)=0$. Multiplying by $A$ and cancelling powers gives $Aq(A)=0$. With $q(X)=Xg(X)+c$ this reads

$$A^2g(A)+cA=0.$$

Set $B=-g(A)/c$. It commutes with $A$, and $ABA=A^2B=A$. Then $R=BAB$ satisfies all three relations:

$$\begin{aligned}
ARA&=(ABA)BA=ABA=A,\\
RAR&=B(ABA)BAB=B(ABA)B=BAB=R,\\
AR&=(ABA)B=AB=BA=B(ABA)=RA.
\end{aligned}$$

For uniqueness, let $S$ satisfy the same relations. Then

$$AR=ASAR=SARA=SA=AS,$$

and therefore $R=RAR=RAS=ARS=ASS=SAS=S$.

To pass to Jordan chains, note that a chain gives $Av=-u\neq0$ and $A^2v=-Au=0$, so the kernels differ. Conversely, if $A^2v=0$ but $Av\neq0$, put $u=-Av$. Then $Au=0$, which is $Hu=Eu$, and $Hv=Ev-Av=Ev+u$.

If $H$ is Hermitian and $E$ is real, then $u^\dagger H=Eu^\dagger$. Projecting the chain equation on $u$ gives $Eu^\dagger v=Eu^\dagger v+u^\dagger u$, so $u=0$. No chain exists, and $R$ does.

## The Lean source

```lean
import Mathlib

open Matrix Polynomial
open scoped ComplexOrder

namespace ReducedResolventJordan

variable {n : Type*} [Fintype n] [DecidableEq n]

/-- The matrix `R` is a group inverse of `A`: `ARA = A`, `RAR = R` and `AR = RA`. -/
structure IsGroupInverse (A R : Matrix n n ℂ) : Prop where
  inner : A * R * A = A
  outer : R * A * R = R
  comm : A * R = R * A

/-- `R` is a reduced resolvent of the Hamiltonian `H` at energy `E`:
the three relations hold for `E - H` and `R`. -/
def IsReducedResolvent (H : Matrix n n ℂ) (E : ℂ) (R : Matrix n n ℂ) : Prop :=
  IsGroupInverse (E • (1 : Matrix n n ℂ) - H) R

/-- The level `E` of `H` carries a Jordan chain: an eigenvector `u` and a vector `v`
with `H v = E v + u`. -/
def HasJordanChain (H : Matrix n n ℂ) (E : ℂ) : Prop :=
  ∃ u v : n → ℂ, u ≠ 0 ∧ H *ᵥ u = E • u ∧ H *ᵥ v = E • v + u

omit [DecidableEq n] in
/-- A matrix `A` has at most one `R` with `ARA = A`, `RAR = R` and `AR = RA`. -/
theorem groupInverse_unique {A R S : Matrix n n ℂ}
    (hR : IsGroupInverse A R) (hS : IsGroupInverse A S) : R = S := by
  -- both products with `A` are the same projector
  have h : A * R = A * S := by
    calc A * R = (A * S * A) * R := by rw [hS.inner]
      _ = (A * S) * (A * R) := by noncomm_ring
      _ = (S * A) * (R * A) := by rw [hS.comm, hR.comm]
      _ = S * (A * R * A) := by noncomm_ring
      _ = A * S := by rw [hR.inner, hS.comm]
  calc R = R * A * R := hR.outer.symm
    _ = R * (A * R) := by rw [mul_assoc]
    _ = R * (A * S) := by rw [h]
    _ = (R * A) * S := by rw [mul_assoc]
    _ = (S * A) * S := by rw [← hR.comm, h, hS.comm]
    _ = S := hS.outer

/-- If `A²` and `A` annihilate the same vectors, then a matrix annihilated by a positive
power of `A` from the left is already annihilated by `A`. -/
theorem cancel_powers {A : Matrix n n ℂ}
    (h : ∀ v : n → ℂ, (A ^ 2) *ᵥ v = 0 ↔ A *ᵥ v = 0) (k : ℕ) (M : Matrix n n ℂ)
    (hM : A ^ (k + 1) * M = 0) : A * M = 0 := by
  -- the kernel condition, applied to each column
  have col : ∀ N : Matrix n n ℂ, A ^ 2 * N = 0 → A * N = 0 := by
    intro N hN
    ext i j
    have h1 : (A ^ 2) *ᵥ (fun l => N l j) = 0 := by
      funext i'
      exact congrFun (congrFun hN i') j
    exact congrFun ((h _).1 h1) i
  induction k with
  | zero => simpa using hM
  | succ k ih =>
    apply ih
    have h2 : A ^ 2 * (A ^ k * M) = 0 := by
      rw [← mul_assoc, ← pow_add, show 2 + k = k + 1 + 1 by omega]
      exact hM
    rw [pow_succ', mul_assoc]
    exact col _ h2

/-- If `A²` and `A` annihilate the same vectors, then some polynomial in `A` satisfies
the three relations `ARA = A`, `RAR = R` and `AR = RA`. -/
theorem exists_polynomial_groupInverse {A : Matrix n n ℂ}
    (h : ∀ v : n → ℂ, (A ^ 2) *ᵥ v = 0 ↔ A *ᵥ v = 0) :
    ∃ p : ℂ[X], IsGroupInverse A (aeval A p) := by
  have comm : ∀ p : ℂ[X], aeval A p * A = A * aeval A p := by
    intro p
    have hp := congrArg (aeval A) (mul_comm p X)
    simpa only [map_mul, aeval_X] using hp
  -- split all factors `X` off the characteristic polynomial
  obtain ⟨q, hq, hnd⟩ := Polynomial.exists_eq_pow_rootMultiplicity_mul_and_not_dvd
    A.charpoly A.charpoly_monic.ne_zero 0
  generalize A.charpoly.rootMultiplicity 0 = k at hq
  simp only [map_zero, sub_zero] at hq hnd
  have hc : q.coeff 0 ≠ 0 := fun h0 => hnd (Polynomial.X_dvd_iff.2 h0)
  have hCH := Matrix.aeval_self_charpoly A
  rw [hq, map_mul, map_pow, aeval_X] at hCH
  have h1 : A * aeval A q = 0 := by
    apply cancel_powers h k
    rw [pow_succ', mul_assoc, hCH, mul_zero]
  have hqA : aeval A q = aeval A q.divX * A + q.coeff 0 • (1 : Matrix n n ℂ) := by
    conv_lhs => rw [← Polynomial.divX_mul_X_add q]
    rw [map_add, map_mul, aeval_X, aeval_C, Algebra.algebraMap_eq_smul_one]
  rw [hqA, mul_add, mul_smul_comm, mul_one, comm, ← mul_assoc] at h1
  have h2 : A * A * aeval A q.divX = -(q.coeff 0 • A) := eq_neg_of_add_eq_zero_left h1
  -- a polynomial `B` in `A` with `A B A = A`
  obtain ⟨s, hs⟩ : ∃ s : ℂ[X], A * aeval A s * A = A := by
    refine ⟨C (-(q.coeff 0)⁻¹) * q.divX, ?_⟩
    rw [mul_assoc, comm, ← mul_assoc, map_mul, aeval_C, Algebra.algebraMap_eq_smul_one,
      smul_mul_assoc, one_mul, mul_smul_comm, h2, smul_neg, neg_smul, neg_neg, smul_smul,
      inv_mul_cancel₀ hc, one_smul]
  refine ⟨s * X * s, ?_⟩
  have hB := comm s
  rw [map_mul, map_mul, aeval_X]
  generalize aeval A s = B at hs hB
  constructor
  · calc A * (B * A * B) * A = (A * B * A) * B * A := by noncomm_ring
      _ = A := by rw [hs, hs]
  · calc B * A * B * A * (B * A * B) = B * ((A * B * A) * B * A) * B := by noncomm_ring
      _ = B * A * B := by rw [hs, hs]
  · calc A * (B * A * B) = (A * B * A) * B := by noncomm_ring
      _ = B * (A * B * A) := by rw [hs, hB]
      _ = B * A * B * A := by noncomm_ring

/-- A matrix `R` with `ARA = A`, `RAR = R` and `AR = RA` exists if and only if
`A²` and `A` have the same kernel. -/
theorem exists_groupInverse_iff (A : Matrix n n ℂ) :
    (∃ R, IsGroupInverse A R) ↔ ∀ v : n → ℂ, (A ^ 2) *ᵥ v = 0 ↔ A *ᵥ v = 0 := by
  constructor
  · rintro ⟨R, hR⟩ v
    have hA : R * A ^ 2 = A := by
      rw [pow_two, ← mul_assoc, ← hR.comm, hR.inner]
    constructor
    · intro hv
      rw [← hA, ← Matrix.mulVec_mulVec, hv, Matrix.mulVec_zero]
    · intro hv
      rw [pow_two, ← Matrix.mulVec_mulVec, hv, Matrix.mulVec_zero]
  · intro h
    obtain ⟨p, hp⟩ := exists_polynomial_groupInverse h
    exact ⟨_, hp⟩

/-- A Hamiltonian matrix, Hermitian or not, has a reduced resolvent at energy `E`
if and only if it has no Jordan chain at `E`. -/
theorem exists_reducedResolvent_iff (H : Matrix n n ℂ) (E : ℂ) :
    (∃ R, IsReducedResolvent H E R) ↔ ¬ HasJordanChain H E := by
  have hA : ∀ v : n → ℂ, (E • (1 : Matrix n n ℂ) - H) *ᵥ v = E • v - H *ᵥ v := by
    intro v
    have h1 : (E • (1 : Matrix n n ℂ)) *ᵥ v = E • v := by
      ext i
      simp [Matrix.mulVec, dotProduct, Matrix.one_apply]
    rw [Matrix.sub_mulVec, h1]
  unfold IsReducedResolvent
  rw [exists_groupInverse_iff]
  constructor
  · rintro h ⟨u, v, hu0, hu, hv⟩
    -- `E - H` sends `v` to `-u` and `u` to zero
    have h1 : (E • (1 : Matrix n n ℂ) - H) *ᵥ v = -u := by
      rw [hA, hv]
      abel
    have h2 := (h v).1 (by
      rw [pow_two, ← Matrix.mulVec_mulVec, h1, Matrix.mulVec_neg, hA, hu, sub_self, neg_zero])
    rw [h1] at h2
    exact hu0 (neg_eq_zero.1 h2)
  · intro h v
    rw [pow_two, ← Matrix.mulVec_mulVec]
    constructor
    · intro hv
      by_contra hne
      rw [hA v] at hv hne
      rw [hA] at hv
      -- otherwise `(H - E) v` and `v` form a Jordan chain
      refine h ⟨-(E • v - H *ᵥ v), v, neg_ne_zero.2 hne, ?_, by abel⟩
      rw [Matrix.mulVec_neg, smul_neg, sub_eq_zero.1 hv]
    · intro hv
      rw [hv, Matrix.mulVec_zero]

/-- A Hermitian Hamiltonian matrix has a reduced resolvent at every real energy. -/
theorem hermitian_exists_reducedResolvent {H : Matrix n n ℂ} (hH : H.IsHermitian) (E : ℝ) :
    ∃ R, IsReducedResolvent H (E : ℂ) R := by
  rw [exists_reducedResolvent_iff]
  rintro ⟨u, v, hu0, hu, hv⟩
  have hs : star u ᵥ* H = (E : ℂ) • star u := by
    have h := congrArg star hu
    rw [Matrix.star_mulVec, hH.eq, star_smul] at h
    simpa using h
  -- project the chain equation on `u`
  have h1 : star u ⬝ᵥ (H *ᵥ v) = (E : ℂ) * (star u ⬝ᵥ v) := by
    rw [Matrix.dotProduct_mulVec, hs, smul_dotProduct, smul_eq_mul]
  rw [hv, dotProduct_add, dotProduct_smul, smul_eq_mul] at h1
  have h2 : star u ⬝ᵥ u = 0 := by linear_combination h1
  exact hu0 (dotProduct_star_self_eq_zero.1 h2)

/-- The non-Hermitian two-level matrix with distinct diagonal entries `E`, `F` and coupling
one above the diagonal has the displayed reduced resolvent at `E`. -/
theorem isReducedResolvent_witness {E F : ℂ} (h : E ≠ F) :
    IsReducedResolvent !![E, 1; 0, F] E !![0, -1 / (E - F) ^ 2; 0, 1 / (E - F)] := by
  have hd : E - F ≠ 0 := sub_ne_zero.2 h
  have hA : E • (1 : Matrix (Fin 2) (Fin 2) ℂ) - !![E, 1; 0, F] = !![0, -1; 0, E - F] := by
    ext i j
    fin_cases i <;> fin_cases j <;> simp
  unfold IsReducedResolvent
  rw [hA]
  generalize E - F = d at hd
  constructor <;> ext i j <;> fin_cases i <;> fin_cases j <;>
    simp [Matrix.mul_apply, Fin.sum_univ_succ] <;> field_simp

/-- The two-level Jordan block with both diagonal entries `E` has no reduced resolvent
at `E`. -/
theorem jordanBlock_no_reducedResolvent (E : ℂ) :
    ¬ ∃ R, IsReducedResolvent !![E, 1; 0, E] E R := by
  rw [exists_reducedResolvent_iff, not_not]
  refine ⟨![1, 0], ![0, 1], ?_, ?_, ?_⟩
  · intro h
    have h0 := congrFun h 0
    simp at h0
  · ext i
    fin_cases i <;> simp [Matrix.mulVec, dotProduct, Fin.sum_univ_succ]
  · ext i
    fin_cases i <;> simp [Matrix.mulVec, dotProduct, Fin.sum_univ_succ]

end ReducedResolventJordan
```

```lean
#print axioms ReducedResolventJordan.groupInverse_unique
-- 'ReducedResolventJordan.groupInverse_unique' depends on axioms: [propext, Classical.choice, Quot.sound]
#print axioms ReducedResolventJordan.exists_reducedResolvent_iff
-- 'ReducedResolventJordan.exists_reducedResolvent_iff' depends on axioms: [propext, Classical.choice, Quot.sound]
#print axioms ReducedResolventJordan.hermitian_exists_reducedResolvent
-- 'ReducedResolventJordan.hermitian_exists_reducedResolvent' depends on axioms: [propext, Classical.choice, Quot.sound]
#print axioms ReducedResolventJordan.jordanBlock_no_reducedResolvent
-- 'ReducedResolventJordan.jordanBlock_no_reducedResolvent' depends on axioms: [propext, Classical.choice, Quot.sound]
```

## Lean objects and the matrices they stand for

`Matrix n n ℂ` is a complex matrix whose rows and columns are labelled by a finite set `n`. The product `*ᵥ` applies a matrix to a vector, `•` multiplies by a scalar, and `aeval A p` is the polynomial $p$ evaluated at $A$. `IsGroupInverse A R` collects the three relations, and `IsReducedResolvent H E R` applies them to $E-H$. With the opposite convention, $H-E$, the matrix $R$ changes sign.

`HasJordanChain H E` is the pair $u,v$ above, with no normalisation of either vector. `exists_reducedResolvent_iff` is the opening statement, and `exists_groupInverse_iff` is its version for kernels.

The name needs some care. Some texts use "reduced resolvent" for the matrix that is zero on the generalised eigenspace of $E$ and inverts $E-H$ on the complementary invariant subspace. That matrix exists even when there is a Jordan chain, but it then violates $ARA=A$.

## Where each step of the derivation sits

`cancel_powers` is the cancellation argument. Its inner statement `col` treats one column at a time, and induction on `k` lowers the power.

`exists_polynomial_groupInverse` does the construction. It splits the powers of $X$ off the characteristic polynomial, and `hc` records that $c\neq0$. Cayley–Hamilton enters as `Matrix.aeval_self_charpoly`, and `q.divX` is $g$. The polynomial `s` produces $B$, so `s * X * s` produces $R=BAB$. The closing `calc` blocks are the three displayed lines, with `noncomm_ring` moving the brackets.

`exists_groupInverse_iff` adds the converse through $RA^2=A$, and `groupInverse_unique` follows the uniqueness chain. In `exists_reducedResolvent_iff`, `hA` rewrites $(E-H)v$ as $Ev-Hv$; the two directions then build or refute the chain as above.

`hermitian_exists_reducedResolvent` projects on $u$, and `linear_combination` extracts $u^\dagger u=0$. `isReducedResolvent_witness` checks the two-level $R$ entry by entry. `jordanBlock_no_reducedResolvent` exhibits the chain $u=(1,0)^T$, $v=(0,1)^T$.

## Finite matrices, and no bound on the size of $R$

The theorems hold for every finite complex matrix and decide whether $R$ exists. They put no bound on its entries, so a level that is close to a Jordan block but has no Jordan chain still has an $R$, possibly a very large one, as the two-level example shows for small $d$. Only the level $E$ matters: Jordan chains at other eigenvalues don't prevent $R$ from existing at $E$.

The step left open is the one from a Hamiltonian operator on an infinite-dimensional space to its matrix in a finite basis. Whether a Jordan chain of the matrix reflects a property of the operator is a separate question. The perturbation formulas for $\psi_1$, $E_1$ and $E_2$ are ordinary algebra added here, since no $V$ occurs in the Lean source.
